# In a one-subband MOS model, the gate capacitance rises to a plateau below the oxide capacitance

The model gives the sheet charge $Q$ and the gate voltage $V_G$ each as a function of the channel potential $\psi$, whereas the capacitance $dQ/dV_G$ needs $Q$ as a function of $V_G$. The file takes this derivative literally. It proves that $\psi\mapsto V_G$ can be inverted, inserts the inverse into the charge, and differentiates the result. Defining the capacitance as the quotient of two $\psi$-derivatives would have put the chain rule into the definition; here it is proved.

```lean
import Mathlib

open Filter Topology

namespace QuantumCapacitance

noncomputable section
```

## Five constants and the charge they describe

The constants are real numbers in consistent units, with capacitances and charge taken per area. A `Gate` carries their signs as fields, so every theorem about a `Gate` assumes them.

```lean
/-- Constants of a gate stack: the capacitance scale `Cd` of the channel, the thermal voltage `VT`,
the oxide capacitance `Cox`, the depth `z` of the charge centroid and the permittivity `eps`. -/
structure Gate where
  Cd : ℝ
  VT : ℝ
  Cox : ℝ
  z : ℝ
  eps : ℝ
  Cd_pos : 0 < Cd
  VT_pos : 0 < VT
  Cox_pos : 0 < Cox
  z_nonneg : 0 ≤ z
  eps_pos : 0 < eps
```

The charge is

$$Q(\psi)=C_dV_T\ln\left(1+e^{\psi/V_T}\right).$$

This is the magnitude of the electron charge in one parabolic two-dimensional subband, with $\psi=0$ where the subband edge meets the Fermi level. With $q$ the elementary charge, $D$ the constant density of states per area and energy, and $k_BT$ the thermal energy, $C_d=q^2D$ and $V_T=k_BT/q$. The file postulates the formula and doesn't derive it from Fermi statistics.

```lean
/-- The sheet charge `Q(ψ) = Cd VT ln(1 + exp(ψ/VT))` at channel potential `ψ`. -/
def charge (g : Gate) (ψ : ℝ) : ℝ := g.Cd * g.VT * Real.log (1 + Real.exp (ψ / g.VT))
```

The charge produces a voltage drop $Q/C_{ox}$ across the oxide and $Qz/\varepsilon$ across a semiconductor layer of thickness $z$, the depth of the charge centroid. Write $s=1/C_{ox}+z/\varepsilon$ for the sum of the inverse capacitances, called `elastance` in Lean. Then $V_G=\psi+sQ(\psi)$. Here $\psi$ is, up to a constant, the potential at the charge sheet. The potential at the interface, usually called the surface potential, is higher by $Qz/\varepsilon$, so the two agree only at $z=0$.

```lean
/-- The inverse capacitance `1/Cox + z/eps` of the oxide and the centroid layer in series. -/
def elastance (g : Gate) : ℝ := 1 / g.Cox + g.z / g.eps

/-- The gate voltage `VG = ψ + Q(ψ) (1/Cox + z/eps)`. -/
def gateVoltage (g : Gate) (ψ : ℝ) : ℝ := ψ + charge g ψ * elastance g
```

There is no flat-band offset and no depletion charge, and $z$ stays fixed as the charge changes. The channel's own response is the quantum capacitance $C_q(\psi)=C_d/(1+e^{-\psi/V_T})$.

```lean
/-- The quantum capacitance `Cd / (1 + exp(-ψ/VT))` of the channel. -/
def quantumCap (g : Gate) (ψ : ℝ) : ℝ := g.Cd / (1 + Real.exp (-(ψ / g.VT)))
```

## $C_{ox}>0$, $\varepsilon>0$ and $z\ge0$: a positive series elastance

The first two signs say that the oxide and the semiconductor are ordinary dielectrics. The third places the charge at or behind the interface; $z=0$ is a sheet exactly at the interface. By hand they give $1/C_{ox}>0$ and $z/\varepsilon\ge0$, hence $s>0$. The proof of `elastance_pos` is the same sum.

```lean
/-- The inverse capacitance of the oxide and centroid layer is positive. -/
theorem elastance_pos (g : Gate) : 0 < elastance g :=
  add_pos_of_pos_of_nonneg (one_div_pos.2 g.Cox_pos) (div_nonneg g.z_nonneg g.eps_pos.le)
```

If $s$ were negative with $|s|C_d>1$, the slope $dV_G/d\psi=1+sC_q$ would be positive at low $\psi$ and negative at high $\psi$. One gate voltage would then belong to two values of $\psi$. A negative $z/\varepsilon$ that leaves $s$ positive keeps the inverse, but the plateau reaches or exceeds $C_{ox}$ once $z/\varepsilon\le-1/C_d$.

## $V_T>0$ and $C_d>0$: a charge that grows with potential

A positive $V_T$ stands for a positive temperature, and a positive $C_d$ for a channel that has states to fill. Differentiation gives

$$\frac{dQ}{d\psi}=C_dV_T\,\frac{e^{\psi/V_T}/V_T}{1+e^{\psi/V_T}}=\frac{C_d}{1+e^{-\psi/V_T}}=C_q(\psi).$$

In Lean, `hasDerivAt_charge` differentiates the exponential and the logarithm in turn. Its equation `key` is the last rewriting above, and the division by $V_T$ needs only $V_T\ne0$.

```lean
/-- The quantum capacitance is the derivative of the sheet charge by the channel potential. -/
theorem hasDerivAt_charge (g : Gate) (ψ : ℝ) :
    HasDerivAt (charge g) (quantumCap g ψ) ψ := by
  have hV := g.VT_pos.ne'
  have he : 0 < Real.exp (ψ / g.VT) := Real.exp_pos _
  have h1 : HasDerivAt (fun x => 1 + Real.exp (x / g.VT))
      (Real.exp (ψ / g.VT) * (1 / g.VT)) ψ :=
    (((hasDerivAt_id' ψ).div_const g.VT).exp).const_add 1
  have hne : 1 + Real.exp (ψ / g.VT) ≠ 0 := by positivity
  refine ((h1.log hne).const_mul (g.Cd * g.VT)).congr_deriv ?_
  -- rewrite the denominator of `quantumCap` through `exp(ψ/VT)`
  have key : 1 + Real.exp (-(ψ / g.VT))
      = (1 + Real.exp (ψ / g.VT)) / Real.exp (ψ / g.VT) := by
    rw [Real.exp_neg, eq_div_iff he.ne', add_mul, inv_mul_cancel₀ he.ne']
    ring
  rw [quantumCap, key]
  field_simp
```

Strict growth of $Q$ uses both signs: $e^{\psi/V_T}$ increases, the logarithm preserves the order, and the factor $C_dV_T$ is positive.

```lean
/-- The sheet charge increases strictly with the channel potential. -/
theorem charge_strictMono (g : Gate) : StrictMono (charge g) := by
  intro a b h
  have h1 : Real.exp (a / g.VT) < Real.exp (b / g.VT) :=
    Real.exp_lt_exp.2 (div_lt_div_of_pos_right h g.VT_pos)
  exact mul_lt_mul_of_pos_left (Real.log_lt_log (by positivity) (by linarith))
    (mul_pos g.Cd_pos g.VT_pos)
```

With $C_d=0$ there would be no charge and no finite reciprocal capacitance. With $C_d<-1/s$ the gate voltage would turn back as before. A negative $V_T$ would still give an increasing $Q$, but $C_q$ would fall with $\psi$, and the gate capacitance would fall with $V_G$.

## All signs together: $\psi$ as a function of $V_G$

The derivative of the gate voltage is $dV_G/d\psi=1+sC_q(\psi)$.

```lean
/-- The gate voltage has derivative `1 + Cq (1/Cox + z/eps)` by the channel potential, where `Cq` is
the quantum capacitance. -/
theorem hasDerivAt_gateVoltage (g : Gate) (ψ : ℝ) :
    HasDerivAt (gateVoltage g) (1 + quantumCap g ψ * elastance g) ψ :=
  (hasDerivAt_id' ψ).fun_add ((hasDerivAt_charge g ψ).mul_const (elastance g))
```

Since $\psi$ and $sQ(\psi)$ both increase strictly, so does $V_G$. It also takes every real value. From $Q>0$ we get $V_G\ge\psi$, so $V_G\to+\infty$ as $\psi\to+\infty$. For $\psi\le0$ we have $Q(\psi)\le Q(0)$, so $V_G\le\psi+sQ(0)$, which tends to $-\infty$ as $\psi\to-\infty$. Continuity supplies the values in between. The Lean proof uses the same two bounds, and `hc.surjective` performs the last step.

```lean
/-- The gate voltage is a strictly increasing function of the channel potential and takes every real
value. -/
theorem gateVoltage_strictMono_surjective (g : Gate) :
    StrictMono (gateVoltage g) ∧ Function.Surjective (gateVoltage g) := by
  have hs := elastance_pos g
  constructor
  · intro a b h
    exact add_lt_add h (mul_lt_mul_of_pos_right (charge_strictMono g h) hs)
  · have hc : Continuous (gateVoltage g) :=
      continuous_iff_continuousAt.2 fun ψ => (hasDerivAt_gateVoltage g ψ).continuousAt
    refine hc.surjective ?_ ?_
    · -- the charge is positive, so `VG ≥ ψ`
      refine tendsto_atTop_mono (fun ψ => ?_) tendsto_id
      have hq : 0 < charge g ψ := mul_pos (mul_pos g.Cd_pos g.VT_pos)
        (Real.log_pos (by linarith [Real.exp_pos (ψ / g.VT)]))
      exact le_add_of_nonneg_right (mul_pos hq hs).le
    · -- for `ψ ≤ 0` the charge is at most `Q(0)`
      refine tendsto_atBot_mono' atBot ?_
        (tendsto_atBot_add_const_right atBot (charge g 0 * elastance g) tendsto_id)
      filter_upwards [eventually_le_atBot (0 : ℝ)] with ψ hψ
      exact add_le_add le_rfl
        (mul_le_mul_of_nonneg_right ((charge_strictMono g).monotone hψ) hs.le)
```

An increasing bijection of the real line has an increasing inverse, which Lean packages as an order isomorphism `ℝ ≃o ℝ`. Its inverse direction $V_G\mapsto\psi$ is `surfacePotential`, a name that is exact only at $z=0$. The charge along it is `gateCharge`, and the derivative of that is `gateCap`.

```lean
/-- The gate voltage as an order isomorphism of the real line. -/
def voltageIso (g : Gate) : ℝ ≃o ℝ :=
  StrictMono.orderIsoOfSurjective (gateVoltage g)
    (gateVoltage_strictMono_surjective g).1 (gateVoltage_strictMono_surjective g).2

/-- The channel potential `ψ` as a function of the gate voltage. -/
def surfacePotential (g : Gate) (V : ℝ) : ℝ := (voltageIso g).symm V

/-- The sheet charge as a function of the gate voltage. -/
def gateCharge (g : Gate) (V : ℝ) : ℝ := charge g (surfacePotential g V)

/-- The gate capacitance `dQ/dVG`. -/
def gateCap (g : Gate) (V : ℝ) : ℝ := deriv (gateCharge g) V
```

## Where the positive slope gives the series law

Because $1+sC_q>0$, the inverse function has derivative $d\psi/dV_G=1/(1+sC_q)$. The chain rule gives

$$\frac{dQ}{dV_G}=\frac{C_q}{1+sC_q},\qquad
\left(\frac{dQ}{dV_G}\right)^{-1}=s+\frac1{C_q}=\frac1{C_{ox}}+\frac z\varepsilon+\frac{1+e^{-\psi/V_T}}{C_d}.$$

The Lean step for the inverse is `HasDerivAt.of_local_left_inverse`. It asks for continuity of the inverse, which comes from the order isomorphism, and for a nonzero slope, where the signs enter. The composition with `hasDerivAt_charge` is the chain rule, and `h1` and `h2` carry out the algebra. Lean's `deriv` returns zero where no derivative exists, so this theorem is what makes `gateCap` a true capacitance everywhere.

```lean
/-- The sheet charge is differentiable in the gate voltage, and its derivative is the series
combination of the oxide, the centroid layer and the quantum capacitance. -/
theorem hasDerivAt_gateCharge (g : Gate) (V : ℝ) :
    HasDerivAt (gateCharge g)
      (elastance g + (1 + Real.exp (-(surfacePotential g V / g.VT))) / g.Cd)⁻¹ V := by
  have hs := elastance_pos g
  have hq : 0 < quantumCap g (surfacePotential g V) := div_pos g.Cd_pos (by positivity)
  -- inverse function rule for `ψ(VG)`
  have hψ : HasDerivAt (surfacePotential g)
      (1 + quantumCap g (surfacePotential g V) * elastance g)⁻¹ V :=
    HasDerivAt.of_local_left_inverse (voltageIso g).symm.continuous.continuousAt
      (hasDerivAt_gateVoltage g _) (by positivity)
      (Eventually.of_forall fun y => (voltageIso g).apply_symm_apply y)
  refine ((hasDerivAt_charge g (surfacePotential g V)).comp V hψ).congr_deriv ?_
  have h1 : (1 + Real.exp (-(surfacePotential g V / g.VT))) / g.Cd
      = 1 / quantumCap g (surfacePotential g V) := by
    rw [quantumCap, one_div_div]
  have h2 : elastance g + 1 / quantumCap g (surfacePotential g V)
      = (1 + quantumCap g (surfacePotential g V) * elastance g)
        / quantumCap g (surfacePotential g V) := by
    rw [eq_div_iff hq.ne', add_mul, one_div_mul_cancel hq.ne']
    ring
  rw [h1, h2, inv_div, div_eq_mul_inv]
```

## How the signs fix the plateau

Raise $V_G$. Then $\psi$ rises, $e^{-\psi/V_T}$ falls because $V_T>0$, the reciprocal capacitance falls because $C_d>0$, and the capacitance rises. The exponential is always positive and tends to zero, so the capacitance stays below its limit

$$C_\infty=\left(\frac1{C_{ox}}+\frac z\varepsilon+\frac1{C_d}\right)^{-1}.$$

The reciprocal of $C_\infty$ exceeds $1/C_{ox}$ by $z/\varepsilon+1/C_d>0$, so $C_\infty<C_{ox}$. This holds even at $z=0$, where the finite density of states alone lowers the plateau.

The theorem `gate_capacitance` states, for every `Gate`, that

- $V_G$ is strictly increasing and bijective in $\psi$;
- the series law holds at the gate voltage belonging to each $\psi$;
- the capacitance is strictly increasing in $V_G$;
- it lies below $C_\infty$ at every $V_G$, and tends to it as $V_G\to+\infty$;
- $C_\infty$ is smaller than $C_{ox}$.

In the proof, `hcap` replaces the derivative by the series formula. The inequalities then follow from `inv_strictAnti₀`, which says that inversion reverses the order of positive numbers, and the limit is carried through the formula from the exponential outwards.

```lean
/-- The gate voltage is a strictly increasing bijection of the channel potential, and inverse
capacitances add in series. The gate capacitance rises strictly with the gate voltage towards
`(1/Cox + z/eps + 1/Cd)⁻¹`, stays below it, and this limit is smaller than `Cox`. -/
theorem gate_capacitance (g : Gate) :
    StrictMono (gateVoltage g) ∧ Function.Bijective (gateVoltage g) ∧
    (∀ ψ, 1 / gateCap g (gateVoltage g ψ)
      = 1 / g.Cox + g.z / g.eps + (1 + Real.exp (-(ψ / g.VT))) / g.Cd) ∧
    StrictMono (gateCap g) ∧
    (∀ V, gateCap g V < (1 / g.Cox + g.z / g.eps + 1 / g.Cd)⁻¹) ∧
    Tendsto (gateCap g) atTop (𝓝 (1 / g.Cox + g.z / g.eps + 1 / g.Cd)⁻¹) ∧
    (1 / g.Cox + g.z / g.eps + 1 / g.Cd)⁻¹ < g.Cox := by
  have hs := elastance_pos g
  have hC := g.Cd_pos
  have hcap := fun V => (hasDerivAt_gateCharge g V).deriv
  obtain ⟨hm, hsurj⟩ := gateVoltage_strictMono_surjective g
  refine ⟨hm, ⟨hm.injective, hsurj⟩, fun ψ => ?_, fun V W h => ?_, fun V => ?_, ?_, ?_⟩
  · have hψ : surfacePotential g (gateVoltage g ψ) = ψ := (voltageIso g).symm_apply_apply ψ
    rw [gateCap, hcap, hψ, one_div, inv_inv, elastance]
  · -- a larger gate voltage means a larger `ψ` and a smaller exponential
    have h1 : surfacePotential g V < surfacePotential g W := (voltageIso g).symm.strictMono h
    have h2 : Real.exp (-(surfacePotential g W / g.VT))
        < Real.exp (-(surfacePotential g V / g.VT)) :=
      Real.exp_lt_exp.2 (neg_lt_neg (div_lt_div_of_pos_right h1 g.VT_pos))
    rw [gateCap, gateCap, hcap, hcap]
    exact inv_strictAnti₀ (by positivity)
      (add_lt_add_of_le_of_lt le_rfl (div_lt_div_of_pos_right (by linarith) hC))
  · rw [gateCap, hcap]
    have h1 := Real.exp_pos (-(surfacePotential g V / g.VT))
    exact inv_strictAnti₀ (add_pos hs (one_div_pos.2 hC))
      (add_lt_add_of_le_of_lt le_rfl (div_lt_div_of_pos_right (by linarith) hC))
  · have hψ : Tendsto (surfacePotential g) atTop atTop := (voltageIso g).symm.tendsto_atTop
    have he : Tendsto (fun V => Real.exp (-(surfacePotential g V / g.VT))) atTop (𝓝 0) :=
      Real.tendsto_exp_neg_atTop_nhds_zero.comp (hψ.atTop_div_const g.VT_pos)
    have hl := (((he.const_add 1).div_const g.Cd).const_add (elastance g)).inv₀
      (by positivity)
    rw [add_zero] at hl
    exact hl.congr fun V => (hcap V).symm
  · have h1 : 0 < 1 / g.Cox := one_div_pos.2 g.Cox_pos
    have h2 : 0 ≤ g.z / g.eps := div_nonneg g.z_nonneg g.eps_pos.le
    have h3 : 0 < 1 / g.Cd := one_div_pos.2 hC
    calc (1 / g.Cox + g.z / g.eps + 1 / g.Cd)⁻¹ < (1 / g.Cox)⁻¹ :=
          inv_strictAnti₀ h1 (by linarith)
      _ = g.Cox := by rw [one_div, inv_inv]
```

At the other end, $V_G\to-\infty$ forces $\psi\to-\infty$. The exponential then grows without bound, and the capacitance tends to zero: the channel is empty, and the model has no depletion or accumulation charge that could respond in its place, as it would in a real MOS capacitor.

```lean
/-- The gate capacitance tends to zero as the gate voltage goes to minus infinity. -/
theorem gateCap_tendsto_zero (g : Gate) : Tendsto (gateCap g) atBot (𝓝 0) := by
  have hψ : Tendsto (surfacePotential g) atBot atBot := (voltageIso g).symm.tendsto_atBot
  have he : Tendsto (fun V => Real.exp (-(surfacePotential g V / g.VT))) atBot atTop :=
    Real.tendsto_exp_atTop.comp
      (tendsto_neg_atBot_atTop.comp (hψ.atBot_div_const g.VT_pos))
  have hl := tendsto_inv_atTop_zero.comp (tendsto_atTop_add_const_left atBot (elastance g)
    ((tendsto_atTop_add_const_left atBot 1 he).atTop_div_const g.Cd_pos))
  exact hl.congr fun V => (hasDerivAt_gateCharge g V).deriv.symm

end

end QuantumCapacitance
```

```lean
#print axioms QuantumCapacitance.gate_capacitance
#print axioms QuantumCapacitance.gateCap_tendsto_zero
```

```
'QuantumCapacitance.gate_capacitance' depends on axioms: [propext, Classical.choice, Quot.sound]
'QuantumCapacitance.gateCap_tendsto_zero' depends on axioms: [propext, Classical.choice, Quot.sound]
```

For this one-subband model with a fixed centroid, reading the plateau as $C_{ox}$ would underestimate the oxide capacitance, and would therefore overestimate an oxide thickness computed from it.

## A stack with plateau 1 and oxide capacitance 2

Take $V_T=1$, $C_d=4$, $C_{ox}=2$, $z=1$ and $\varepsilon=4$ in consistent units. Then $s=\tfrac12+\tfrac14=\tfrac34$ and $C_\infty=(\tfrac34+\tfrac14)^{-1}=1$, half of $C_{ox}$. The gate voltage is $V_G=\psi+3\ln(1+e^\psi)$, and the reciprocal capacitance is $\tfrac34+\tfrac14(1+e^{-\psi})$.

| $\psi$ | $V_G$ | $dQ/dV_G$ |
|---|---|---|
| $-\ln3$ | $-\ln3+3\ln\tfrac43\approx-0.236$ | $4/7\approx0.571$ |
| $0$ | $3\ln2\approx2.079$ | $4/5=0.800$ |
| $\ln3$ | $\ln3+3\ln4\approx5.257$ | $12/13\approx0.923$ |

Between the last two rows the charge grows by $4\ln2\approx2.773$ and the gate voltage by about $3.178$. The mean slope is about $0.872$, which lies between the two capacitances, as it should for a capacitance that rises with $V_G$.
